# Variance of a window average in a random alloy ring: at most $Lv/N$

Let $S$ be a finite set of atomic species with concentrations $p(s)\ge 0$, $\sum_s p(s)=1$. A ring has $N\ge 1$ sites, numbered $0,\dots,N-1$, with site indices taken modulo $N$. A configuration $\sigma$ puts a species $\sigma_x$ on each site $x$ and has weight $\prod_x p(\sigma_x)$: the sites are occupied independently, so the alloy has no short-range order. For a real function $g$ of the configuration, write

$$\langle g\rangle=\sum_\sigma\Big(\prod_x p(\sigma_x)\Big)g(\sigma),\qquad \operatorname{Var} g=\big\langle (g-\langle g\rangle)^2\big\rangle .$$

The window at site $i$ is $w_i(\sigma)=(\sigma_i,\sigma_{i+1},\dots,\sigma_{i+L-1})$. A local property is a real function $f$ of such a window, for instance a muffin-tin charge computed from a cluster truncated to $L$ sites. Its supercell average and its variance in one window are

$$\bar f(\sigma)=\frac1N\sum_{i=0}^{N-1} f(w_i(\sigma)),\qquad v=\operatorname{Var} f(w_0).$$

## The bound, site by site

The claim is $\operatorname{Var}\bar f\le Lv/N$. For $L\ge1$ it implies the bound $(2L-1)v/N$, which is weaker once $L\ge2$ and also follows from counting the windows that overlap a given one.

**Splitting off a site.** Let $E_0$ average over the species on site 0 with the others fixed, and let $V_0g=E_0(g-E_0g)^2$. For any number $m$,

$$E_0(g-m)^2=V_0g+(E_0g-m)^2,$$

because the cross term contains $E_0(g-E_0g)=0$. Setting $m=\langle g\rangle$ and averaging over the other sites gives

$$\operatorname{Var} g=\langle V_0g\rangle+\operatorname{Var}(E_0g).$$

**One site, many terms.** Let $F=\sum_i f_i$, where only the terms with $i$ in a set $B$ of at most $L$ indices depend on site 0. The other terms equal their own $E_0$ average, so by Cauchy-Schwarz

$$V_0F=E_0\Big(\sum_{i\in B}(f_i-E_0f_i)\Big)^2\le |B|\sum_{i\in B}V_0f_i\le L\sum_i V_0f_i .$$

**All sites.** Suppose that every site affects at most $L$ of the $f_i$. Then $\operatorname{Var}F\le L\sum_i\operatorname{Var}f_i$, by induction on the number of sites. With no sites there is one configuration and both sides vanish. Otherwise $E_0F=\sum_iE_0f_i$, and $E_0f_i$ depends on a remaining site only if $f_i$ does, so the induction hypothesis applies to it:

$$\operatorname{Var}F\le L\sum_i\big(\langle V_0f_i\rangle+\operatorname{Var}(E_0f_i)\big)=L\sum_i\operatorname{Var}f_i .$$

**The ring.** Site $x$ lies in the window at $i$ only if $i=x-k$ modulo $N$ for some $0\le k<L$, which leaves at most $L$ windows. By rotation each $f(w_i)$ has variance $v$. The sum over windows therefore has variance at most $LNv$, and division by $N^2$ gives $Lv/N$.

## Three sites, two species

Take species $a$ and $b$ with concentration $1/2$ each, $N=3$, $L=2$, and let $f=1$ on an $aa$ pair and $0$ otherwise. Then $\langle f\rangle=1/4$ and $v=1/4-1/16=3/16$. The average $\bar f$ is $1$ with probability $1/8$ (three $a$ atoms), $1/3$ with probability $3/8$ (two), and $0$ otherwise, so

$$\operatorname{Var}\bar f=\frac18+\frac38\cdot\frac19-\frac1{16}=\frac5{48}\approx0.104 .$$

The two bounds are $Lv/N=0.125$ and $(2L-1)v/N=0.1875$. If $f$ instead counts the $a$ atoms in the window, then $v=1/2$ and $\operatorname{Var}\bar f=1/3=Lv/N$, so here the sharper bound is attained.

## Configurations and averages in Lean

Species form the finite type `S`, and `p` gives the concentrations. Their sign and normalisation enter later, as the hypotheses `hp0` and `hp1`.

```lean
import Mathlib

open Finset

namespace AlloySupercell

noncomputable section

variable {S : Type*} [Fintype S] {p : S → ℝ}
```

The next two definitions are $E_0$ and $V_0$ for a function of one species.

```lean
/-- Average of a one-site quantity `h` over the species, weighted by the concentrations `p`. -/
def siteMean (p : S → ℝ) (h : S → ℝ) : ℝ := ∑ s, p s * h s

/-- Mean squared deviation of a one-site quantity from its average. -/
def siteVariance (p : S → ℝ) (h : S → ℝ) : ℝ :=
  siteMean p fun s => (h s - siteMean p h) ^ 2
```

A configuration of `n` sites is a function `Fin n → S`; `mean` and `variance` are the weighted finite sums above.

```lean
/-- Configurational average over `n` sites occupied independently with concentrations `p`. -/
def mean (p : S → ℝ) {n : ℕ} (g : (Fin n → S) → ℝ) : ℝ :=
  ∑ σ, (∏ i, p (σ i)) * g σ

/-- Mean squared deviation of a configurational quantity from its configurational average. -/
def variance (p : S → ℝ) {n : ℕ} (g : (Fin n → S) → ℝ) : ℝ :=
  mean p fun σ => (g σ - mean p g) ^ 2
```

In `window`, addition in `Fin N` is cyclic and `Fin.ofNat N k` reduces `k` modulo `N`. If $L>N$, the window wraps round and reads some sites repeatedly.

```lean
/-- The species on the `L` consecutive sites of the ring that start at site `i`. -/
def window {N : ℕ} [NeZero N] (L : ℕ) (σ : Fin N → S) (i : Fin N) : Fin L → S :=
  fun k => σ (i + Fin.ofNat N k)
```

The condition `NeZero N` says that the ring has at least one site.

```lean
/-- The local property `f` averaged over all `N` windows of a ring of `N ≥ 1` sites. -/
def supercellAverage {N L : ℕ} [NeZero N] (f : (Fin L → S) → ℝ) (σ : Fin N → S) : ℝ :=
  (∑ i, f (window L σ i)) / N
```

## Splitting the variance

`Fin.cons s τ` puts species `s` on site 0 and the configuration `τ` on the rest. The sum over configurations becomes a double sum.

```lean
/-- A configurational average can be taken over the first site first, then over the others. -/
theorem mean_succ (p : S → ℝ) {n : ℕ} (g : (Fin (n + 1) → S) → ℝ) :
    mean p g = mean p fun τ : Fin n → S => siteMean p fun s => g (Fin.cons s τ) := by
  simp only [mean, siteMean, mul_sum]
  rw [← (Fin.consEquiv (fun _ : Fin (n + 1) => S)).sum_comp, Fintype.sum_prod_type, sum_comm]
  refine sum_congr rfl fun τ _ => sum_congr rfl fun s _ => ?_
  simp only [Fin.consEquiv, Equiv.coe_fn_mk, Fin.prod_univ_succ, Fin.cons_zero, Fin.cons_succ]
  ring
```

In the variance splitting, `key` is the identity for $E_0(g-m)^2$. It is applied with $m$ equal to the full mean, for each `τ`.

```lean
/-- For concentrations that sum to one, the variance is the mean of the variance due to the
first site plus the variance of the average over the first site. -/
theorem variance_succ (hp1 : ∑ s, p s = 1) {n : ℕ} (g : (Fin (n + 1) → S) → ℝ) :
    variance p g = mean p (fun τ : Fin n → S => siteVariance p fun s => g (Fin.cons s τ))
      + variance p (fun τ : Fin n → S => siteMean p fun s => g (Fin.cons s τ)) := by
  -- on one site: spread about `m` = variance + squared offset
  have key : ∀ (h : S → ℝ) (m : ℝ), siteMean p (fun s => (h s - m) ^ 2)
      = siteVariance p h + (siteMean p h - m) ^ 2 := by
    intro h m
    obtain ⟨a, ha⟩ : ∃ a, siteMean p h = a := ⟨_, rfl⟩
    rw [siteVariance, ha]
    simp only [siteMean] at ha ⊢
    have e : ∑ s, p s * (h s - m) ^ 2 = ∑ s, (p s * (h s - a) ^ 2
        + 2 * (a - m) * (p s * h s) + ((a - m) ^ 2 - 2 * (a - m) * a) * p s) :=
      sum_congr rfl fun s _ => by ring
    rw [e, sum_add_distrib, sum_add_distrib, ← mul_sum, ← mul_sum, ha, hp1]
    ring
  unfold variance
  rw [mean_succ p (fun σ => (g σ - mean p g) ^ 2), ← mean_succ p g]
  generalize mean p g = m
  simp only [key (fun s => g (Fin.cons s _)) m]
  simp only [mean, mul_add, sum_add_distrib]
```

## Bounding a sum of local terms

Here `B` is the set of terms that may vary. `hz` shows that the others have no deviation from their mean, and `hpt` is the Cauchy-Schwarz step for each species, which is then averaged with the nonnegative weights.

```lean
/-- Let the concentrations be nonnegative and sum to one. If at most `L` of the summed quantities
vary with the species on a site, the one-site variance of the sum is at most `L` times the sum of
the one-site variances. -/
theorem siteVariance_sum_le (hp0 : ∀ s, 0 ≤ p s) (hp1 : ∑ s, p s = 1) {ι : Type*} [Fintype ι]
    {L : ℕ} (B : Finset ι) (hB : B.card ≤ L) (h : ι → S → ℝ)
    (hc : ∀ i ∉ B, ∀ s t, h i s = h i t) :
    siteVariance p (fun s => ∑ i, h i s) ≤ L * ∑ i, siteVariance p (h i) := by
  obtain ⟨a, ha⟩ : ∃ a : ι → ℝ, ∀ i, siteMean p (h i) = a i := ⟨_, fun _ => rfl⟩
  have hm : siteMean p (fun s => ∑ i, h i s) = ∑ i, a i := by
    simp only [← ha, siteMean, mul_sum]
    exact sum_comm
  have hz : ∀ i ∉ B, ∀ s, h i s - a i = 0 := by
    intro i hi s
    have e : siteMean p (h i) = ∑ t, p t * h i s :=
      sum_congr rfl fun t _ => by rw [hc i hi t s]
    rw [← ha, e, ← sum_mul, hp1]
    ring
  -- Cauchy-Schwarz on the terms that do vary
  have hpt : ∀ s, (∑ i, h i s - ∑ i, a i) ^ 2 ≤ L * ∑ i, (h i s - a i) ^ 2 := by
    intro s
    rw [← sum_sub_distrib, ← sum_subset (subset_univ B) (fun i _ hi => hz i hi s)]
    exact sq_sum_le_card_mul_sum_sq.trans (mul_le_mul (by exact_mod_cast hB)
      (sum_le_sum_of_subset_of_nonneg (subset_univ B) fun _ _ _ => sq_nonneg _)
      (sum_nonneg fun _ _ => sq_nonneg _) (Nat.cast_nonneg L))
  simp only [siteVariance, hm, ha]
  simp only [siteMean]
  refine (sum_le_sum fun s _ => mul_le_mul_of_nonneg_left (hpt s) (hp0 s)).trans_eq ?_
  simp only [mul_sum]
  rw [sum_comm]
  exact sum_congr rfl fun _ _ => sum_congr rfl fun _ _ => by ring
```

For several sites there is a set `B x` for each site `x`. Hypothesis `hf` expresses independence of a site through `Function.update`: replacing the species at `x` leaves `f i` unchanged when `i` is outside `B x`. In the induction, `h1` bounds the part due to site 0, `h2` is the induction hypothesis for the site-averaged terms, and `h3` exchanges the site average with the sum.

```lean
/-- Let the concentrations be nonnegative and sum to one. If changing the species on any one site
affects at most `L` of the quantities `f i`, the variance of their sum is at most `L` times the sum
of their variances. -/
theorem variance_sum_le (hp0 : ∀ s, 0 ≤ p s) (hp1 : ∑ s, p s = 1) {ι : Type*} [Fintype ι]
    {L n : ℕ} (B : Fin n → Finset ι) (hB : ∀ x, (B x).card ≤ L) (f : ι → (Fin n → S) → ℝ)
    (hf : ∀ x, ∀ i ∉ B x, ∀ σ s, f i (Function.update σ x s) = f i σ) :
    variance p (fun σ => ∑ i, f i σ) ≤ L * ∑ i, variance p (f i) := by
  induction n with
  | zero => simp [variance, mean]
  | succ n ih =>
    -- fluctuations of the first site
    have h1 : mean p (fun τ : Fin n → S => siteVariance p fun s => ∑ i, f i (Fin.cons s τ))
        ≤ L * ∑ i, mean p (fun τ : Fin n → S => siteVariance p fun s => f i (Fin.cons s τ)) := by
      have hs := fun τ : Fin n → S => siteVariance_sum_le hp0 hp1 (B 0) (hB 0)
        (fun i s => f i (Fin.cons s τ)) (fun i hi s t => by
          have e := hf 0 i hi (Fin.cons t τ) s
          rwa [Fin.update_cons_zero] at e)
      refine (sum_le_sum fun τ _ => mul_le_mul_of_nonneg_left (hs τ)
        (prod_nonneg fun i _ => hp0 (τ i))).trans_eq ?_
      simp only [mean, mul_sum]
      rw [sum_comm]
      exact sum_congr rfl fun _ _ => sum_congr rfl fun _ _ => by ring
    -- fluctuations of the remaining sites
    have h2 := ih (fun x => B x.succ) (fun x => hB x.succ)
      (fun i τ => siteMean p fun s => f i (Fin.cons s τ))
      (fun x i hi τ s => by simp only [Fin.cons_update, hf x.succ i hi])
    have h3 : (fun τ : Fin n → S => siteMean p fun s => ∑ i, f i (Fin.cons s τ))
        = fun τ => ∑ i, siteMean p fun s => f i (Fin.cons s τ) := by
      funext τ
      simp only [siteMean, mul_sum]
      exact sum_comm
    rw [variance_succ hp1, h3, sum_congr rfl fun i _ => variance_succ hp1 (f i),
      sum_add_distrib, mul_add]
    exact add_le_add h1 h2
```

## From windows to the supercell

Rotation permutes the configurations and preserves their weights.

```lean
/-- Rotating the ring leaves the variance of a configurational quantity unchanged. -/
theorem variance_shift (p : S → ℝ) {N : ℕ} [NeZero N] (i : Fin N) (g : (Fin N → S) → ℝ) :
    variance p (fun σ => g fun x => σ (i + x)) = variance p g := by
  have h : ∀ g : (Fin N → S) → ℝ, mean p (fun σ => g fun x => σ (i + x)) = mean p g :=
    fun g => Fintype.sum_equiv ((Equiv.addLeft i).symm.arrowCongr (Equiv.refl S)) _ _ fun σ =>
      congrArg (· * g fun x => σ (i + x))
        (Equiv.prod_comp (Equiv.addLeft i) fun x => p (σ x)).symm
  unfold variance
  rw [h g]
  exact h fun σ => (g σ - mean p g) ^ 2
```

The factor $1/N$ in the average enters the variance squared.

```lean
/-- Scaling a quantity by `c` scales its variance by `c ^ 2`. -/
theorem variance_const_mul (p : S → ℝ) {n : ℕ} (c : ℝ) (g : (Fin n → S) → ℝ) :
    variance p (fun σ => c * g σ) = c ^ 2 * variance p g := by
  have h : mean p (fun σ => c * g σ) = c * mean p g := by
    simp only [mean, mul_sum]
    exact sum_congr rfl fun _ _ => by ring
  unfold variance
  rw [h]
  generalize mean p g = m
  simp only [mean, mul_sum]
  exact sum_congr rfl fun _ _ => by ring
```

The main theorem takes $v$ to be the variance of `f (window L σ 0)` on the ring itself, and it needs no relation between $L$ and $N$. When $L\le N$ the window reads distinct sites, and this $v$ is the variance of $f$ on $L$ independent sites, an identification that the file does not formalise. In the proof, `hv` is the rotation step, and `hsum` applies the general bound with the window starts $x-k$ as `B x`.

```lean
/-- Sampling error of a supercell: on a ring of `N ≥ 1` sites occupied independently, with
nonnegative concentrations that sum to one, the average of an `L`-site property over all windows has
variance at most `L / N` times that in one window. -/
theorem variance_supercellAverage_le (hp0 : ∀ s, 0 ≤ p s) (hp1 : ∑ s, p s = 1) {N L : ℕ}
    [NeZero N] (f : (Fin L → S) → ℝ) :
    variance p (supercellAverage (N := N) f)
      ≤ L * variance p (fun σ : Fin N → S => f (window L σ 0)) / N := by
  have hN : (N : ℝ) ≠ 0 := Nat.cast_ne_zero.mpr (NeZero.ne N)
  have hv : ∀ i : Fin N, variance p (fun σ => f (window L σ i))
      = variance p (fun σ : Fin N → S => f (window L σ 0)) := by
    intro i
    have h := variance_shift p i fun σ => f (window L σ 0)
    have hw : ∀ σ : Fin N → S, window L σ i = window L (fun x => σ (i + x)) 0 := fun σ =>
      funext fun k => (congrArg (fun x => σ (i + x)) (zero_add (Fin.ofNat N (k : ℕ)))).symm
    refine Eq.trans ?_ h
    exact congrArg (variance p) (funext fun σ => congrArg f (hw σ))
  -- site `x` lies only in the windows that start at `x - k` with `k < L`
  have hsum := variance_sum_le hp0 hp1 (L := L)
    (fun x : Fin N => univ.image fun k : Fin L => x - Fin.ofNat N k)
    (fun x => card_image_le.trans_eq (by simp)) (fun i σ => f (window L σ i))
    (fun x i hi σ s => congrArg f <| funext fun k => by
      have hk : i + Fin.ofNat N k ≠ x := fun h =>
        hi (mem_image.mpr ⟨k, mem_univ _, sub_eq_of_eq_add h.symm⟩)
      exact Function.update_of_ne hk s σ)
  rw [sum_congr rfl fun i _ => hv i, sum_const, card_univ, Fintype.card_fin,
    nsmul_eq_mul] at hsum
  have ha : supercellAverage (N := N) f = fun σ => (N : ℝ)⁻¹ * ∑ i, f (window L σ i) :=
    funext fun σ => div_eq_inv_mul _ _
  rw [ha, variance_const_mul]
  refine (mul_le_mul_of_nonneg_left hsum (sq_nonneg _)).trans_eq ?_
  field_simp
```

For $L\ge1$ we have $L\le 2L-1$, and the variance is nonnegative, so the overlap bound follows.

```lean
/-- The bound from counting overlapping windows: for nonnegative concentrations that sum to one and
`L ≥ 1`, the variance of the supercell average is at most `(2 L - 1) / N` times the variance of the
property in one window. -/
theorem variance_supercellAverage_le_overlap (hp0 : ∀ s, 0 ≤ p s) (hp1 : ∑ s, p s = 1)
    {N L : ℕ} [NeZero N] (hL : 1 ≤ L) (f : (Fin L → S) → ℝ) :
    variance p (supercellAverage (N := N) f)
      ≤ (2 * L - 1) * variance p (fun σ : Fin N → S => f (window L σ 0)) / N := by
  have hL' : (1 : ℝ) ≤ L := by exact_mod_cast hL
  refine (variance_supercellAverage_le hp0 hp1 f).trans (div_le_div_of_nonneg_right
    (mul_le_mul_of_nonneg_right (by linarith) ?_) (Nat.cast_nonneg N))
  exact sum_nonneg fun σ _ => mul_nonneg (prod_nonneg fun i _ => hp0 (σ i)) (sq_nonneg _)

end

end AlloySupercell
```

```lean
#print axioms AlloySupercell.variance_supercellAverage_le
#print axioms AlloySupercell.variance_supercellAverage_le_overlap
```

```
'AlloySupercell.variance_supercellAverage_le' depends on axioms: [propext, Classical.choice, Quot.sound]
'AlloySupercell.variance_supercellAverage_le_overlap' depends on axioms: [propext, Classical.choice, Quot.sound]
```

For supercell calculations of random alloys, the theorem bounds the standard deviation of the supercell average about the configurational average $\langle\bar f\rangle$ by $\sqrt{Lv/N}$, in a one-dimensional model with uncorrelated occupation and a property of strictly finite range. Independent occupation lets the composition vary from one supercell to the next, so supercells drawn at a fixed composition are not covered. The finite range is a postulate about the physics: it neglects the influence of atoms beyond the window, such as long-range electrostatics or the tails of the electronic response.
